# The difference between the resolvent of a finite Hermitian Hamiltonian and its adjoint at non-real energy

For a Hamiltonian given by a finite Hermitian complex matrix H, the Green's matrix at energy z is G(z) = (z − H)⁻¹. The declaration `green_sub_conjTranspose` states that, when Im z ≠ 0, G(z) − G(z)* = −2i (Im z) G(z) G(z)*, where the star is the conjugate transpose. The proof replaces G(z)* by G(z̄) and inserts the products (z̄ − H) G(z̄) and G(z) (z − H), both equal to the identity. It then tries to factor the difference as G(z) [(z̄ − H) − (z − H)] G(z̄), whose bracket is (z̄ − z) times the identity.

In Lean, a first try:

```lean
import Mathlib

open Matrix
open scoped ComplexOrder

namespace CompressedResolvent

noncomputable section

variable {n m : Type*} [Fintype n] [DecidableEq n] [Fintype m] [DecidableEq m]

/-- The resolvent (Green's matrix) `(z - H)⁻¹` of a Hamiltonian matrix `H` at energy `z`. -/
def green (H : Matrix n n ℂ) (z : ℂ) : Matrix n n ℂ :=
  (z • (1 : Matrix n n ℂ) - H)⁻¹

/-- Off the real axis, the Green's matrix of a Hermitian Hamiltonian is a two-sided inverse
of `z - H`. -/
theorem green_inverse {H : Matrix n n ℂ} (hH : H.IsHermitian) {z : ℂ} (hz : z.im ≠ 0) :
    green H z * (z • (1 : Matrix n n ℂ) - H) = 1 ∧
      (z • (1 : Matrix n n ℂ) - H) * green H z = 1 := by
  have hdet : IsUnit (z • (1 : Matrix n n ℂ) - H).det := by
    rw [isUnit_iff_ne_zero]
    intro h0
    obtain ⟨v, hv, hv0⟩ := Matrix.exists_mulVec_eq_zero_iff.mpr h0
    have hHv : H *ᵥ v = z • v := by
      rw [Matrix.sub_mulVec, Matrix.smul_mulVec, Matrix.one_mulVec, sub_eq_zero] at hv0
      exact hv0.symm
    -- evaluate `v* H v` in two ways
    have h1 : star v ⬝ᵥ (H *ᵥ v) = z * (star v ⬝ᵥ v) := by
      rw [hHv, dotProduct_smul, smul_eq_mul]
    have h2 : star v ⬝ᵥ (H *ᵥ v) = star z * (star v ⬝ᵥ v) := by
      have h3 : star v ᵥ* H = star (H *ᵥ v) := by
        rw [Matrix.star_mulVec, hH.eq]
      rw [Matrix.dotProduct_mulVec, h3, hHv, star_smul, smul_dotProduct, smul_eq_mul]
    have hs : star v ⬝ᵥ v ≠ 0 := fun h => hv (dotProduct_star_self_eq_zero.mp h)
    have hzz : z = star z := mul_right_cancel₀ hs (h1.symm.trans h2)
    have him := congrArg Complex.im hzz
    simp only [Complex.star_def, Complex.conj_im] at him
    exact hz (by linarith)
  exact ⟨Matrix.nonsing_inv_mul _ hdet, Matrix.mul_nonsing_inv _ hdet⟩

/-- For Hermitian `H`, the adjoint of the Green's matrix is the Green's matrix at the conjugate
energy. -/
theorem green_conjTranspose {H : Matrix n n ℂ} (hH : H.IsHermitian) (z : ℂ) :
    (green H z)ᴴ = green H (star z) := by
  unfold green
  rw [Matrix.conjTranspose_nonsing_inv, Matrix.conjTranspose_sub, Matrix.conjTranspose_smul,
    Matrix.conjTranspose_one, hH.eq]

/-- For Hermitian `H` and non-real `z`, the full Green's matrix satisfies `G - G* = -2i (Im z) G
G*`. -/
theorem green_sub_conjTranspose {H : Matrix n n ℂ} (hH : H.IsHermitian) {z : ℂ}
    (hz : z.im ≠ 0) :
    green H z - (green H z)ᴴ =
      (-(2 * Complex.I * (z.im : ℂ))) • (green H z * (green H z)ᴴ) := by
  have hz' : (star z).im ≠ 0 := by simpa using hz
  rw [green_conjTranspose hH]
  have h1 := (green_inverse hH hz).1
  have h2 := (green_inverse hH hz').2
  have hc : star z - z = -(2 * Complex.I * (z.im : ℂ)) := by
    apply Complex.ext
    · simp
    · simp
      ring
  have h3 : (star z • (1 : Matrix n n ℂ) - H) - (z • (1 : Matrix n n ℂ) - H) =
      (-(2 * Complex.I * (z.im : ℂ))) • (1 : Matrix n n ℂ) := by
    rw [← hc, sub_smul]
    abel
  calc green H z - green H (star z)
      = green H z * ((star z • (1 : Matrix n n ℂ) - H) * green H (star z))
        - (green H z * (z • (1 : Matrix n n ℂ) - H)) * green H (star z) := by
        rw [h2, h1, Matrix.mul_one, Matrix.one_mul]
    _ = green H z * ((star z • (1 : Matrix n n ℂ) - H) - (z • (1 : Matrix n n ℂ) - H))
        * green H (star z) := by
        rw [Matrix.mul_sub (green H z), Matrix.sub_mul, Matrix.mul_assoc (green H z)]
    _ = _ := by
        rw [h3, Matrix.mul_smul, Matrix.mul_one, Matrix.smul_mul]

end

end CompressedResolvent
```

The error:

```
Main.lean:74:30: error: unsolved goals
n : Type u_1
inst✝¹ : Fintype n
inst✝ : DecidableEq n
H : Matrix n n ℂ
hH : H.IsHermitian
z : ℂ
hz : z.im ≠ 0
hz' : (star z).im ≠ 0
h1 : green H z * (z • 1 - H) = 1
h2 : (star z • 1 - H) * green H (star z) = 1
hc : star z - z = -(2 * Complex.I * ↑z.im)
h3 : star z • 1 - H - (z • 1 - H) = -(2 * Complex.I * ↑z.im) • 1
⊢ green H z * (star z • 1 * green H (star z) - H * green H (star z)) -
      (green H z * z • 1 - green H z * H) * green H (star z) =
    green H z * ((star z • 1 - H - (z • 1 - H)) * green H (star z))
```

Diagnosis. The one error, `unsolved goals`, is in the factoring step. The goal left over is still true, but its two sides are expanded differently, so `rw` cannot close it by reflexivity.

The rewrites were meant to expand the outer difference on the right-hand side. But z − H and z̄ − H are themselves differences, and they matched first. `Matrix.mul_sub (green H z)` split `green H z * (z • 1 - H)`, and `Matrix.sub_mul` split `(star z • 1 - H) * green H (star z)`, both on the left. `Matrix.mul_assoc (green H z)` then only regrouped the right-hand side, whose outer difference stayed whole.

The repair proves the identity first as `key`, for arbitrary matrices `G`, `M`, `M'`, `G'`. There the only difference that the first rewrite can match is `M' - M`, so `Matrix.mul_sub` and `Matrix.sub_mul` expand the right-hand side as intended, and `Matrix.mul_assoc G M' G'` regroups the one product that still differs. `exact key _ _ _ _` then applies the identity with z − H for `M` and z̄ − H for `M'`, without opening either.

After these edits no error is left:

```diff
@@ -73,5 +73,9 @@
     _ = green H z * ((star z • (1 : Matrix n n ℂ) - H) - (z • (1 : Matrix n n ℂ) - H))
         * green H (star z) := by
-        rw [Matrix.mul_sub (green H z), Matrix.sub_mul, Matrix.mul_assoc (green H z)]
+        have key : ∀ G M M' G' : Matrix n n ℂ,
+            G * (M' * G') - (G * M) * G' = G * (M' - M) * G' := by
+          intro G M M' G'
+          rw [Matrix.mul_sub, Matrix.sub_mul, Matrix.mul_assoc G M' G']
+        exact key _ _ _ _
     _ = _ := by
         rw [h3, Matrix.mul_smul, Matrix.mul_one, Matrix.smul_mul]
```
